# The n × n Hankel determinant of the moments of fewer than n charges on a line is zero

Finitely many charges qᵢ sit at positions xᵢ along one coordinate, and their k-th moment about an origin a is ∑ᵢ qᵢ(xᵢ − a)ᵏ. The theorem says that if there are fewer than n charges, the n × n matrix whose (j, k) entry is the moment of order j + k, with j and k counted from 0, has determinant zero. Charges, positions and origin lie in any commutative ring, and the positions need not be distinct. The proof takes the monic polynomial with a root at each xᵢ − a and shows that its coefficients form a vector which the matrix sends to zero. Multiplying by the adjugate then gives the determinant times that vector equal to zero, and since the leading coefficient is one, the determinant itself vanishes.

The failing Lean file:

```lean
import Mathlib

open Matrix

namespace DetHankelEqZeroOfFewCharges

variable {R ι : Type*} [CommRing R] [Fintype ι]

/-- The `k`-th moment, about the origin `a`, of charges `q i` at positions `x i`. -/
def moment (q x : ι → R) (a : R) (k : ℕ) : R := ∑ i, q i * (x i - a) ^ k

/-- The `n` by `n` Hankel matrix of moments about `a`, with entries of order `j + k`. -/
def hankel (q x : ι → R) (a : R) (n : ℕ) : Matrix (Fin n) (Fin n) R :=
  Matrix.of fun j k => moment q x a ((j : ℕ) + (k : ℕ))

/-- The powers `0, ..., n - 1` of the positions measured from `a`, one row per charge. -/
def powers (x : ι → R) (a : R) (n : ℕ) : Matrix ι (Fin n) R :=
  Matrix.of fun i k => (x i - a) ^ (k : ℕ)

/-- The Hankel matrix of moments is the diagonal matrix of charges, sandwiched between
the matrix of powers of the positions and its transpose. -/
theorem hankel_eq_powers [DecidableEq ι] (q x : ι → R) (a : R) (n : ℕ) :
    hankel q x a n = (powers x a n)ᵀ * Matrix.diagonal q * powers x a n := by
  ext j k
  rw [Matrix.mul_apply]
  simp only [Matrix.mul_diagonal, Matrix.transpose_apply, hankel, Matrix.of_apply,
    moment, powers]
  refine Finset.sum_congr rfl fun i _ => ?_
  ring

/-- For fewer than `n` charges the `n` by `n` Hankel determinant vanishes. -/
theorem det_hankel_eq_zero_of_few_charges (q x : ι → R) (a : R) {n : ℕ}
    (hn : Fintype.card ι < n) : (hankel q x a n).det = 0 := by
  classical
  -- the monic polynomial that vanishes at every charge
  let P : Polynomial R := ∏ i, (Polynomial.X - Polynomial.C (x i - a))
  have hmonic : P.Monic :=
    Polynomial.monic_prod_of_monic _ _ fun i _ => Polynomial.monic_X_sub_C _
  have hdeg : P.natDegree < n := by
    refine lt_of_le_of_lt ?_ hn
    calc P.natDegree
        ≤ ∑ i, (Polynomial.X - Polynomial.C (x i - a)).natDegree :=
          Polynomial.natDegree_prod_le _ _
      _ ≤ ∑ _i : ι, 1 :=
          Finset.sum_le_sum fun i _ => Polynomial.natDegree_X_sub_C_le _
      _ = Fintype.card ι := by simp
  let c : Fin n → R := fun k => P.coeff (k : ℕ)
  have hV : powers x a n *ᵥ c = 0 := by
    funext i
    have h0 : P.eval (x i - a) = 0 := by
      simp only [P, Polynomial.eval_prod]
      exact Finset.prod_eq_zero (Finset.mem_univ i) (by simp)
    rw [Polynomial.eval_eq_sum_range' hdeg,
      ← Fin.sum_univ_eq_sum_range (fun k => P.coeff k * (x i - a) ^ k) n] at h0
    simp only [Matrix.mulVec, dotProduct, powers, Matrix.of_apply, c, Pi.zero_apply]
    rw [← h0]
    exact Finset.sum_congr rfl fun k _ => mul_comm _ _
  -- its coefficients form a null vector of the Hankel matrix
  have hH : hankel q x a n *ᵥ c = 0 := by
    rw [hankel_eq_powers, ← Matrix.mulVec_mulVec, hV, Matrix.mulVec_zero]
  have h : ((hankel q x a n).adjugate * hankel q x a n) *ᵥ c = 0 := by
    rw [← Matrix.mulVec_mulVec, hH, Matrix.mulVec_zero]
  rw [Matrix.adjugate_mul, Matrix.smul_mulVec, Matrix.one_mulVec] at h
  -- the leading coefficient is one, so the determinant itself is zero
  have h1 := congrFun h ⟨P.natDegree, hdeg⟩
  have hc : c ⟨P.natDegree, hdeg⟩ = 1 := hmonic.coeff_natDegree
  rwa [Pi.smul_apply, hc, smul_eq_mul, mul_one] at h1

end DetHankelEqZeroOfFewCharges
```

Compiling this gives:

```
Main.lean:45:10: error: don't know how to synthesize implicit argument `f`
  @Finset.sum_le_sum ι ℕ Nat.instAddCommMonoid Nat.instPreorder ?m.83 (fun _i => 1) Finset.univ
    IsOrderedAddMonoid.toAddLeftMono fun i x_1 => Polynomial.natDegree_X_sub_C_le (x i - a)
context:
R : Type u_1
ι : Type u_2
inst✝¹ : CommRing R
inst✝ : Fintype ι
q x : ι → R
a : R
n : ℕ
hn : Fintype.card ι < n
P : Polynomial R := ⋯
hmonic : P.Monic
⊢ ι → ℕ
Main.lean:40:26: error: don't know how to synthesize placeholder for argument `hab`
context:
R : Type u_1
ι : Type u_2
inst✝¹ : CommRing R
inst✝ : Fintype ι
q x : ι → R
a : R
n : ℕ
hn : Fintype.card ι < n
P : Polynomial R := ∏ i, (Polynomial.X - Polynomial.C (x i - a))
hmonic : P.Monic
⊢ P.natDegree ≤ Fintype.card ι
Main.lean:39:2: error: don't know how to synthesize placeholder
context:
R : Type u_1
ι : Type u_2
inst✝¹ : CommRing R
inst✝ : Fintype ι
q x : ι → R
a : R
n : ℕ
hn : Fintype.card ι < n
P : Polynomial R := ∏ i, (Polynomial.X - Polynomial.C (x i - a))
hmonic : P.Monic
⊢ P.natDegree < n
Main.lean:37:2: error: don't know how to synthesize placeholder
context:
R : Type u_1
ι : Type u_2
inst✝¹ : CommRing R
inst✝ : Fintype ι
q x : ι → R
a : R
n : ℕ
hn : Fintype.card ι < n
P : Polynomial R := ∏ i, (Polynomial.X - Polynomial.C (x i - a))
hmonic : P.Monic
⊢ (hankel q x a n).det = 0
Main.lean:36:2: error: don't know how to synthesize placeholder
context:
R : Type u_1
ι : Type u_2
inst✝¹ : CommRing R
inst✝ : Fintype ι
q x : ι → R
a : R
n : ℕ
hn : Fintype.card ι < n
P : Polynomial R := ∏ i, (Polynomial.X - Polynomial.C (x i - a))
⊢ (hankel q x a n).det = 0
```

What went wrong. The first message is about the step that bounds a sum of degrees by a sum of ones. `Finset.sum_le_sum` compares two sums termwise, with summands `f` and `g`. Lean had settled `g` as the constant 1, but `f`, the summand on the left, was still undetermined when elaboration of the direct proof term ended. The messages don't show why it stayed open.

The other four messages report placeholders in the enclosing proof: the `?_` of the `refine`, and the goals around `hdeg`, `hmonic` and `P`. They follow from the first error, and the repair leaves those lines alone.

The repair proves the same inequality in a `by` block. There `apply Finset.sum_le_sum` works from the stated goal, whose left-hand sum supplies `f`, and leaves the termwise bound to prove. `intro i _` takes an index and its membership hypothesis, and `exact` closes the bound with the same lemma, `Polynomial.natDegree_X_sub_C_le`. Writing its argument out as `x i - a` only makes it explicit, since the first message shows that Lean had already found that value.

Fix (accepted with no message):

```diff
@@ -43,5 +43,8 @@
           Polynomial.natDegree_prod_le _ _
       _ ≤ ∑ _i : ι, 1 :=
-          Finset.sum_le_sum fun i _ => Polynomial.natDegree_X_sub_C_le _
+by
+          apply Finset.sum_le_sum
+          intro i _
+          exact Polynomial.natDegree_X_sub_C_le (x i - a)
       _ = Fintype.card ι := by simp
   let c : Fin n → R := fun k => P.coeff (k : ℕ)
```
